# Poles and quality ratio of the unbiased Ohmic spin-boson model in the blip approximation

A pole is taken here to be a zero $p\neq 0$ of the denominator

$$D(p)=p+\Delta\,(p/\Delta)^{2a-1}$$

with the complex power on its principal branch. For an unbiased two-state system that starts in one of its two localised states (the eigenstates of $\sigma_z$), for $0\le a<1$ and for a bath cutoff frequency far above $\Delta$, the noninteracting-blip approximation gives $1/D(p)$ as the Laplace transform of the population difference $P(t)=\langle\sigma_z\rangle_t$, the population of the initial state minus that of the other, with $P(0)=1$. This zero-temperature form is assumed, not derived from the Hamiltonian or from the path integral. The dimensionless $a$ measures the coupling to the Ohmic bath: for a coupling term $\tfrac12\sigma_z\sum_k g_k(b_k+b_k^\dagger)$ with $\hbar=1$, it is defined by $\sum_k g_k^2\,\delta(\omega-\omega_k)=2a\,\omega$ at frequencies well below the cutoff. Further, $\Delta>0$ is the tunnelling frequency renormalised by that bath, with a numerical factor that depends on $a$ absorbed.

The principal branch means $z^s=\exp(s\log z)$ for $z\ne0$, with $\log z=\ln|z|+i\arg z$ and $-\pi<\arg z\le\pi$. This is Mathlib's complex power, and it places the cut on the negative real axis. Other sheets are not considered.

```lean
import Mathlib

open scoped Real

namespace OhmicBlipDynamics

noncomputable section
```

The file names one angle, $\theta=\pi/(2-2a)$, as `poleAngle a`.

```lean
/-- The angle `π / (2 - 2a)` at Ohmic coupling `a`, for `a ≠ 1`. -/
def poleAngle (a : ℝ) : ℝ := π / (2 - 2 * a)
```

The denominator $D(p)$ is `blipDenominator Δ a p`. Both parameters are real and $p$ is complex.

```lean
/-- The denominator `p + Δ (p/Δ)^(2a-1)` of the Laplace-transformed population difference of the
unbiased Ohmic spin-boson model in the blip approximation, for `Δ > 0` and `p ≠ 0`. -/
def blipDenominator (Δ a : ℝ) (p : ℂ) : ℂ :=
  p + Δ * (p / Δ) ^ ((2 * a - 1 : ℝ) : ℂ)
```

## (a) Modulus and phase of a root

Let $0<s<3$ be real and $z$ complex. Show that
$$z^s=-1\iff |z|=1\ \text{ and }\ |\arg z|\,s=\pi .$$

For $z=0$ both sides are false, since $0^s=0$ and $|0|\neq1$. For $z\neq0$, write the equation as $\exp(s\ln|z|+is\arg z)=\exp(i\pi)$. The exponents differ by $2\pi i n$ for some integer $n$, so
$$s\ln|z|=0,\qquad s\arg z=\pi+2\pi n .$$
The first equation gives $|z|=1$. In the second, $|s\arg z|\le\pi s<3\pi$, hence $-2<n<1$. Only $n=0$ and $n=-1$ remain, and they give $s\arg z=\pm\pi$. Conversely, if $|z|=1$ and $s\arg z=\pm\pi$, then $z^s=e^{\pm i\pi}=-1$.

In the proof, `hre` and `him` are the two displayed equations, and `omega` picks out the two winding numbers.

```lean
/-- On the principal branch, a real power `s` between 0 and 3 of `z` equals `-1` exactly when
`z` has unit modulus and its phase satisfies `|arg z| s = π`. -/
theorem cpow_eq_neg_one_iff {s : ℝ} (hs : 0 < s) (hs3 : s < 3) (z : ℂ) :
    z ^ (s : ℂ) = -1 ↔ ‖z‖ = 1 ∧ |z.arg| * s = π := by
  rcases eq_or_ne z 0 with rfl | hz
  · have h0 : (s : ℂ) ≠ 0 := by exact_mod_cast hs.ne'
    simp [Complex.zero_cpow h0]
  constructor
  · intro h
    rw [Complex.cpow_def_of_ne_zero hz, ← Complex.exp_pi_mul_I,
      Complex.exp_eq_exp_iff_exists_int] at h
    obtain ⟨n, hn⟩ := h
    -- the real part fixes the modulus, the imaginary part the phase
    have hre : Real.log ‖z‖ * s = 0 := by
      simpa [Complex.log_re] using congrArg Complex.re hn
    have him : z.arg * s = π + n * (2 * π) := by
      simpa [Complex.log_im] using congrArg Complex.im hn
    have hlog : Real.log ‖z‖ = 0 := (mul_eq_zero.mp hre).resolve_right hs.ne'
    refine ⟨Real.eq_one_of_pos_of_log_eq_zero (norm_pos_iff.mpr hz) hlog, ?_⟩
    -- only the winding numbers 0 and -1 are compatible with the principal branch
    have hup := mul_le_mul_of_nonneg_right (Complex.arg_le_pi z) hs.le
    have hlo := mul_le_mul_of_nonneg_right (Complex.neg_pi_lt_arg z).le hs.le
    have hpi : π * s < π * 3 := mul_lt_mul_of_pos_left hs3 Real.pi_pos
    have h1 : (n : ℝ) < 1 := by nlinarith [Real.pi_pos]
    have h2 : (-2 : ℝ) < n := by nlinarith [Real.pi_pos]
    have h1' : n < 1 := by exact_mod_cast h1
    have h2' : -2 < n := by exact_mod_cast h2
    have key : |z.arg| * s = |z.arg * s| := by rw [abs_mul, abs_of_pos hs]
    have hcase : n = 0 ∨ n = -1 := by omega
    rw [key, him]
    rcases hcase with rfl | rfl
    · rw [show π + ((0 : ℤ) : ℝ) * (2 * π) = π by push_cast; ring, abs_of_pos Real.pi_pos]
    · rw [show π + ((-1 : ℤ) : ℝ) * (2 * π) = -π by push_cast; ring, abs_neg,
        abs_of_pos Real.pi_pos]
  · rintro ⟨hn, ha⟩
    have hlog : Complex.log z = z.arg * Complex.I := by
      apply Complex.ext <;> simp [Complex.log_re, Complex.log_im, hn]
    rw [Complex.cpow_def_of_ne_zero hz, hlog]
    rcases abs_cases z.arg with ⟨h, _⟩ | ⟨h, _⟩
    · rw [h] at ha
      have hc : (z.arg : ℂ) * s = π := by exact_mod_cast ha
      rw [show (z.arg : ℂ) * Complex.I * s = π * Complex.I by
        linear_combination Complex.I * hc, Complex.exp_pi_mul_I]
    · rw [h] at ha
      have hc : -(z.arg : ℂ) * s = π := by exact_mod_cast ha
      rw [show (z.arg : ℂ) * Complex.I * s = -(π * Complex.I) by
        linear_combination -Complex.I * hc, Complex.exp_neg, Complex.exp_pi_mul_I]
      norm_num
```

## (b) The two roots

Let $0\le a\le\tfrac12$. Show that
$$z^{2-2a}=-1\iff z=e^{i\theta}\ \text{ or }\ z=e^{-i\theta}.$$

The exponent $s=2-2a$ lies in $[1,2]$, so (a) applies and gives $|z|=1$ and $|\arg z|=\pi/s=\theta$. Since $z=|z|e^{i\arg z}$, this means $z=e^{\pm i\theta}$.

For the converse, $a\le\tfrac12$ ensures $0<\theta\le\pi$, so $\arg e^{i\theta}=\theta$. The other candidate is the inverse of the first, and inversion preserves $|\arg z|$. Both therefore satisfy the conditions in (a). Using the inverse also covers $\theta=\pi$, where both expressions equal $-1$; in Lean this is `Complex.abs_arg_inv`.

```lean
/-- For `0 ≤ a ≤ 1/2` the solutions of `z^(2-2a) = -1` on the principal branch are exactly
`exp(iπ/(2-2a))` and `exp(-iπ/(2-2a))`. -/
theorem blip_roots {a : ℝ} (h0 : 0 ≤ a) (h1 : a ≤ 1 / 2) (z : ℂ) :
    z ^ ((2 - 2 * a : ℝ) : ℂ) = -1 ↔
      z = Complex.exp (poleAngle a * Complex.I) ∨
      z = Complex.exp (-(poleAngle a * Complex.I)) := by
  have hs : 0 < 2 - 2 * a := by linarith
  rw [cpow_eq_neg_one_iff hs (by linarith)]
  constructor
  · rintro ⟨hn, ha⟩
    have h := Complex.norm_mul_exp_arg_mul_I z
    rw [hn, Complex.ofReal_one, one_mul] at h
    have hang : |z.arg| = poleAngle a := by
      unfold poleAngle
      rw [eq_div_iff hs.ne']
      exact ha
    rcases abs_cases z.arg with ⟨h', _⟩ | ⟨h', _⟩
    · left
      rw [← hang, h']
      exact h.symm
    · right
      rw [← hang, h', Complex.ofReal_neg, neg_mul, neg_neg]
      exact h.symm
  · -- the angle lies in the principal range, so it is the argument of the exponential
    have hpos : 0 < poleAngle a := div_pos Real.pi_pos hs
    have hle : poleAngle a ≤ π := by
      unfold poleAngle
      rw [div_le_iff₀ hs]
      nlinarith [Real.pi_pos]
    have harg : (Complex.exp (poleAngle a * Complex.I)).arg = poleAngle a := by
      rw [Complex.exp_mul_I]
      exact Complex.arg_cos_add_sin_mul_I ⟨by linarith [Real.pi_pos], hle⟩
    have hmul : poleAngle a * (2 - 2 * a) = π := div_mul_cancel₀ _ hs.ne'
    rintro (rfl | rfl)
    · exact ⟨Complex.norm_exp_ofReal_mul_I _, by rw [harg, abs_of_pos hpos, hmul]⟩
    · rw [Complex.exp_neg]
      exact ⟨by rw [norm_inv, Complex.norm_exp_ofReal_mul_I, inv_one],
        by rw [Complex.abs_arg_inv, harg, abs_of_pos hpos, hmul]⟩
```

## (c) Ratio of imaginary to real part

Let $0<a<\tfrac12$ and $z^{2-2a}=-1$. Show that $\mathrm{Re}\,z<0$, $\mathrm{Im}\,z\neq0$ and
$$\frac{|\mathrm{Im}\,z|}{-\mathrm{Re}\,z}=\cot\frac{\pi a}{2(1-a)} .$$

Put $x=\pi a/(2(1-a))$. Then
$$\theta=\frac{\pi\,[(1-a)+a]}{2(1-a)}=\frac{\pi}{2}+x .$$
Because $0<a<1-a$, we have $0<x<\pi/2$, so $\sin x$ and $\cos x$ are positive. By (b),
$$\mathrm{Re}\,z=\cos\theta=-\sin x,\qquad |\mathrm{Im}\,z|=|\sin\theta|=\cos x ,$$
and the quotient is $\cot x$.

Here `hang` is the shift by a right angle, and `key` holds the two components for either root.

```lean
/-- For `0 < a < 1/2` every solution of `z^(2-2a) = -1` has negative real part, nonzero
imaginary part, and ratio `|Im z| / (-Re z) = cot(πa/(2(1-a)))`. -/
theorem root_quality_ratio {a : ℝ} (h0 : 0 < a) (h1 : a < 1 / 2) {z : ℂ}
    (hz : z ^ ((2 - 2 * a : ℝ) : ℂ) = -1) :
    z.re < 0 ∧ z.im ≠ 0 ∧ |z.im| / (-z.re) = Real.cot (π * a / (2 * (1 - a))) := by
  have hd : 0 < 2 * (1 - a) := by linarith
  have hs : 2 - 2 * a ≠ 0 := by linarith
  -- the pole angle exceeds a right angle by x
  have hang : poleAngle a = π * a / (2 * (1 - a)) + π / 2 := by
    unfold poleAngle
    rw [div_add_div _ _ hd.ne' two_ne_zero, div_eq_div_iff hs (mul_ne_zero hd.ne' two_ne_zero)]
    ring
  have hx0 : 0 < π * a / (2 * (1 - a)) := div_pos (mul_pos Real.pi_pos h0) hd
  have hx1 : π * a / (2 * (1 - a)) < π / 2 := by
    rw [div_lt_div_iff₀ hd two_pos]
    nlinarith [mul_pos Real.pi_pos (show 0 < 1 - 2 * a by linarith)]
  generalize π * a / (2 * (1 - a)) = x at hang hx0 hx1 ⊢
  have hsin : 0 < Real.sin x := Real.sin_pos_of_pos_of_lt_pi hx0 (by linarith)
  have hcos : 0 < Real.cos x := Real.cos_pos_of_mem_Ioo ⟨by linarith, hx1⟩
  have key : z.re = -Real.sin x ∧ |z.im| = Real.cos x := by
    rcases (blip_roots h0.le h1.le z).mp hz with h | h
    · rw [h, Complex.exp_ofReal_mul_I_re, Complex.exp_ofReal_mul_I_im, hang,
        Real.cos_add_pi_div_two, Real.sin_add_pi_div_two]
      exact ⟨rfl, abs_of_pos hcos⟩
    · rw [h, ← neg_mul, ← Complex.ofReal_neg, Complex.exp_ofReal_mul_I_re,
        Complex.exp_ofReal_mul_I_im, Real.cos_neg, Real.sin_neg, hang,
        Real.cos_add_pi_div_two, Real.sin_add_pi_div_two, abs_neg]
      exact ⟨rfl, abs_of_pos hcos⟩
  obtain ⟨hre, him⟩ := key
  refine ⟨by linarith, abs_pos.mp (by rw [him]; exact hcos), ?_⟩
  rw [him, hre, neg_neg, Real.cot_eq_cos_div_sin]
```

## (d) Factorising the denominator

Let $\Delta>0$, $a$ real and $p\neq0$. Show that
$$D(p)=0\iff (p/\Delta)^{2-2a}=-1 .$$

Set $z=p/\Delta\neq0$. Both powers use the same logarithm, so $z^{2-2a}z^{2a-1}=z$, and
$$D(p)=\Delta\,(z+z^{2a-1})=\Delta\,z^{2a-1}\,(z^{2-2a}+1).$$
The prefactor is nonzero, so the last bracket must vanish.

The Lean proof states this factorisation as `hfac`. The hypothesis `hp` also excludes an artefact: Lean sets $0^c=0$ for $c\neq0$, which would make $p=0$ a spurious zero when $a<\tfrac12$.

```lean
/-- Away from `p = 0`, the blip denominator vanishes exactly when `(p/Δ)^(2-2a) = -1`. -/
theorem blipDenominator_eq_zero_iff {Δ : ℝ} (hΔ : 0 < Δ) (a : ℝ) {p : ℂ} (hp : p ≠ 0) :
    blipDenominator Δ a p = 0 ↔ (p / Δ) ^ ((2 - 2 * a : ℝ) : ℂ) = -1 := by
  have hD : (Δ : ℂ) ≠ 0 := by exact_mod_cast hΔ.ne'
  have hw : p / Δ ≠ 0 := div_ne_zero hp hD
  have hmul : (p / Δ) ^ ((2 - 2 * a : ℝ) : ℂ) * (p / Δ) ^ ((2 * a - 1 : ℝ) : ℂ) = p / Δ := by
    rw [← Complex.cpow_add _ _ hw, ← Complex.ofReal_add,
      show 2 - 2 * a + (2 * a - 1) = (1 : ℝ) by ring, Complex.ofReal_one, Complex.cpow_one]
  have hne : (p / Δ) ^ ((2 * a - 1 : ℝ) : ℂ) ≠ 0 := fun h => hw (by rw [← hmul, h, mul_zero])
  have hpD : (Δ : ℂ) * (p / Δ) = p := mul_div_cancel₀ p hD
  -- factor out the nonvanishing power
  have hfac : blipDenominator Δ a p = (Δ * (p / Δ) ^ ((2 * a - 1 : ℝ) : ℂ)) *
      ((p / Δ) ^ ((2 - 2 * a : ℝ) : ℂ) + 1) := by
    unfold blipDenominator
    linear_combination -(Δ : ℂ) * hmul - hpD
  rw [hfac, mul_eq_zero, or_iff_right (mul_ne_zero hD hne), eq_neg_iff_add_eq_zero]
```

## (e) Positions of the poles

Let $\Delta>0$, $0\le a\le\tfrac12$ and $p\neq0$. Show that
$$D(p)=0\iff p=\Delta e^{i\theta}\ \text{ or }\ p=\Delta e^{-i\theta}.$$

By (d), $z=p/\Delta$ solves the equation in (b), so $z=e^{\pm i\theta}$. Multiplying by $\Delta$ gives the result, and the Lean proof chains the same two equivalences.

The endpoints are simple to check. At $a=0$, $D(p)=p+\Delta^2/p$ and the poles are $\pm i\Delta$, an undamped oscillation. At $a=\tfrac12$, $D(p)=p+\Delta$ and the two expressions merge into the single pole $-\Delta$, a pure decay.

```lean
/-- For `0 ≤ a ≤ 1/2` the zeros of the blip denominator away from `p = 0` are exactly
`Δ exp(iπ/(2-2a))` and `Δ exp(-iπ/(2-2a))`. -/
theorem blip_poles {Δ a : ℝ} (hΔ : 0 < Δ) (h0 : 0 ≤ a) (h1 : a ≤ 1 / 2) {p : ℂ} (hp : p ≠ 0) :
    blipDenominator Δ a p = 0 ↔
      p = Δ * Complex.exp (poleAngle a * Complex.I) ∨
      p = Δ * Complex.exp (-(poleAngle a * Complex.I)) := by
  have hD : (Δ : ℂ) ≠ 0 := by exact_mod_cast hΔ.ne'
  rw [blipDenominator_eq_zero_iff hΔ a hp, blip_roots h0 h1, div_eq_iff hD, div_eq_iff hD,
    mul_comm (Δ : ℂ), mul_comm (Δ : ℂ)]
```

## (f) Quality ratio of the poles

Let $\Delta>0$, $0<a<\tfrac12$, $p\neq0$ and $D(p)=0$. Show that $\mathrm{Re}\,p<0$, $\mathrm{Im}\,p\neq0$ and
$$\frac{|\mathrm{Im}\,p|}{-\mathrm{Re}\,p}=\cot\frac{\pi a}{2(1-a)} .$$

By (d), $z=p/\Delta$ satisfies the hypothesis of (c). Since $\mathrm{Re}\,p=\Delta\,\mathrm{Re}\,z$ and $\mathrm{Im}\,p=\Delta\,\mathrm{Im}\,z$ with $\Delta>0$, the signs carry over and $\Delta$ cancels in the ratio.

A pole at $p$ contributes a time dependence $e^{pt}$, so the ratio compares oscillation frequency with damping rate. For the unbiased, zero-temperature model in the blip approximation, it gives a reference value against which the pole part of a simulated population difference can be compared. The contribution of the branch cut is a separate matter.

```lean
/-- For `0 < a < 1/2` every zero `p ≠ 0` of the blip denominator has negative real part, nonzero
imaginary part, and quality ratio `|Im p| / (-Re p) = cot(πa/(2(1-a)))`. -/
theorem pole_quality_ratio {Δ a : ℝ} (hΔ : 0 < Δ) (h0 : 0 < a) (h1 : a < 1 / 2) {p : ℂ}
    (hp : p ≠ 0) (hpole : blipDenominator Δ a p = 0) :
    p.re < 0 ∧ p.im ≠ 0 ∧ |p.im| / (-p.re) = Real.cot (π * a / (2 * (1 - a))) := by
  obtain ⟨hre, him, hq⟩ :=
    root_quality_ratio h0 h1 ((blipDenominator_eq_zero_iff hΔ a hp).mp hpole)
  rw [Complex.div_ofReal_re] at hre hq
  rw [Complex.div_ofReal_im] at him hq
  refine ⟨?_, fun h => him (by rw [h, zero_div]), ?_⟩
  · have h := mul_neg_of_neg_of_pos hre hΔ
    rwa [div_mul_cancel₀ _ hΔ.ne'] at h
  · -- the frequency scale cancels in the ratio
    rwa [abs_div, abs_of_pos hΔ, ← neg_div, div_div_div_cancel_right₀ hΔ.ne'] at hq
```

## (g) Coupling above one half

Let $\Delta>0$, $\tfrac12<a<1$ and $p\neq0$. Show that
$$D(p)\neq0 .$$

If $D(p)=0$, then (d) and (a), with $s=2-2a\in(0,1)$, require $|\arg(p/\Delta)|\,(2-2a)=\pi$. But the left side is at most $\pi(2-2a)<\pi$, a contradiction. The bounds `hb` and `hc` express these two inequalities.

```lean
/-- For `1/2 < a < 1` the blip denominator has no zero on the principal branch away from
`p = 0`. -/
theorem no_poles_of_strong_coupling {Δ a : ℝ} (hΔ : 0 < Δ) (h0 : 1 / 2 < a) (h1 : a < 1) {p : ℂ}
    (hp : p ≠ 0) : blipDenominator Δ a p ≠ 0 := by
  intro h
  have hs : 0 < 2 - 2 * a := by linarith
  have hs1 : 2 - 2 * a < 1 := by linarith
  rw [blipDenominator_eq_zero_iff hΔ a hp, cpow_eq_neg_one_iff hs (by linarith)] at h
  -- the phase stays below π
  have hb := mul_le_mul_of_nonneg_right (Complex.abs_arg_le_pi (p / Δ)) hs.le
  have hc : π * (2 - 2 * a) < π * 1 := mul_lt_mul_of_pos_left hs1 Real.pi_pos
  linarith [h.2]

end

end OhmicBlipDynamics
```

```lean
#print axioms OhmicBlipDynamics.blip_poles
#print axioms OhmicBlipDynamics.pole_quality_ratio
#print axioms OhmicBlipDynamics.no_poles_of_strong_coupling
```

```
'OhmicBlipDynamics.blip_poles' depends on axioms: [propext, Classical.choice, Quot.sound]
'OhmicBlipDynamics.pole_quality_ratio' depends on axioms: [propext, Classical.choice, Quot.sound]
'OhmicBlipDynamics.no_poles_of_strong_coupling' depends on axioms: [propext, Classical.choice, Quot.sound]
```
